# Even-odd replica exchange with all swaps accepted: every temperature visited, every replica home after $2M$ steps

To judge how well a replica-exchange simulation mixes, one can count each replica's round trips along the temperature ladder and compare the count with the limit of full acceptance. For $M \ge 2$ temperatures and alternating even and odd pairs, that limit is one round trip per $2M$ exchange steps.

Label the temperatures $0,\dots,M-1$. At even times $t$ the pairs $(0,1),(2,3),\dots$ swap, at odd times $(1,2),(3,4),\dots$; a replica without a partner waits. Every swap is assumed to be accepted. At fixed $M$ this is the limit in which the temperatures move so close together that the Metropolis acceptance probability approaches one. Adding temperatures within a fixed range is a different limit: each swap is then rejected less often, but a round trip needs more swaps.

## Unfolding the ladder into a ring

Take a ring of $2M$ sites, $k=0,\dots,2M-1$, and let site $k$ lie over the temperature

$$f(k)=\begin{cases}k, & k<M,\\ 2M-1-k, & k\ge M,\end{cases}$$

with $f$ continued periodically. Place the replica that starts at temperature $i$ on site $s_i=i$ if $i$ is even and $s_i=2M-1-i$ if $i$ is odd. Then $s_i$ is always even, and $f(s_i)=i$.

Suppose that at time $t$ the replica is on site $k=s_i+t$ modulo $2M$, so that $k$ has the parity of $t$. Let $j=f(k)$ be its temperature.

- If $k<M$, then $j=k$ has the parity of $t$. The replica moves to $j+1$, or waits if $j=M-1$. Both outcomes equal $f(k+1)$, since $f(M)=M-1$.
- If $k\ge M$, then $j=2M-1-k$ has the opposite parity. The replica moves to $j-1$, or waits if $j=0$. Both again equal $f(k+1)$, since $f(2M)=f(0)=0$.

Each exchange therefore advances the replica by one site, and its temperature at time $t$ is $f(s_i+t)$. After $2M$ steps it is home. At the times $0,\dots,2M-1$ it has occupied each site once, and temperature $j$ lies under the two distinct sites $j$ and $2M-1-j$, so the replica is there at exactly two of these times. At either end of the ladder the two times follow each other on the ring, and the replica waits there.

Counting only the $M-1$ moves up and $M-1$ moves down gives the wrong period $2M-2$: the replica also waits one step at each end.

## The exchange rule and the ring in Lean

```lean
import Mathlib

namespace EvenOddReplicaExchange
```

Temperatures are elements of `Fin M`, and `partner t` is the exchange made at time `t`.

```lean
/-- The temperature to which the exchange at time `t` sends the replica at temperature `i`:
the pairs are (0,1), (2,3), ... at even times and (1,2), (3,4), ... at odd times, and a
replica without a partner stays. -/
def partner {M : ℕ} (t : ℕ) (i : Fin M) : Fin M :=
  if i.val % 2 = t % 2 then
    if h : i.val + 1 < M then ⟨i.val + 1, h⟩ else i
  else if 0 < i.val then ⟨i.val - 1, by have := i.isLt; omega⟩ else i
```

`temperature i t` is the position after `t` exchanges, the first being an even one. Energies and acceptance probabilities do not enter.

```lean
/-- The temperature index at time `t` of the replica that started at temperature `i`,
when every swap is accepted. -/
def temperature {M : ℕ} (i : Fin M) : ℕ → Fin M
  | 0 => i
  | t + 1 => partner t (temperature i t)
```

The functions $f$ and $s_i$ are `ladderFold M` and `phase i`.

```lean
/-- The ladder index of site `k` on a ring of `2 * M` sites, made of an upward copy of the
ladder followed by a downward copy. -/
def ladderFold (M k : ℕ) : ℕ :=
  if k % (2 * M) < M then k % (2 * M) else 2 * M - 1 - k % (2 * M)

/-- The starting site on the ring: on the upward copy for even `i`, on the downward copy
for odd `i`. -/
def phase {M : ℕ} (i : Fin M) : ℕ :=
  if i.val % 2 = 0 then i.val else 2 * M - 1 - i.val
```

The next lemma expresses the rule in natural numbers, where `0 - 1 = 0` encodes waiting at the bottom.

```lean
theorem partner_val {M : ℕ} (t : ℕ) (i : Fin M) :
    (partner t i).val = if i.val % 2 = t % 2 then
      (if i.val + 1 < M then i.val + 1 else i.val) else i.val - 1 := by
  unfold partner
  split_ifs <;> first | rfl | omega
```

Applying the exchange of a given time twice restores every position, so it only swaps pairs or leaves replicas in place.

```lean
/-- Applied twice, the exchange at a fixed time `t` restores every temperature index. -/
theorem partner_involutive {M : ℕ} (t : ℕ) :
    Function.Involutive (partner t : Fin M → Fin M) := by
  intro i
  apply Fin.ext
  have hi := i.isLt
  have h1 := partner_val t i
  have h2 := partner_val t (partner t i)
  split_ifs at h1 h2 <;> omega
```

An alternative model makes each exchange a permutation of `Fin M`. The return would then read $(\sigma_{\text{odd}}\sigma_{\text{even}})^M=1$, and the visits to every temperature would follow from $\sigma_{\text{odd}}\sigma_{\text{even}}$ being a single cycle through all $M$ temperatures.

## One ring site per exchange

This lemma is the two-case argument above. `split_ifs` separates the copies and their ends, and `omega` settles the arithmetic.

```lean
/-- One step forward on the ring is one exchange on the ladder, for a site whose parity is
that of the time. -/
theorem ladderFold_succ {M : ℕ} (hM : 0 < M) (k : ℕ) :
    ladderFold M (k + 1) = if ladderFold M k % 2 = k % 2 then
      (if ladderFold M k + 1 < M then ladderFold M k + 1 else ladderFold M k)
      else ladderFold M k - 1 := by
  have hr : k % (2 * M) < 2 * M := Nat.mod_lt k (by omega)
  have hpar : k % (2 * M) % 2 = k % 2 := Nat.mod_mod_of_dvd k (Dvd.intro M rfl)
  have hs : (k + 1) % (2 * M) =
      if k % (2 * M) + 1 = 2 * M then 0 else k % (2 * M) + 1 := by
    have h0 : (k + 1) % (2 * M) = (k % (2 * M) + 1) % (2 * M) := by
      rw [Nat.mod_add_mod]
    rw [h0]
    split_ifs with h
    · rw [h, Nat.mod_self]
    · exact Nat.mod_eq_of_lt (by omega)
  have h1 : ladderFold M k =
      if k % (2 * M) < M then k % (2 * M) else 2 * M - 1 - k % (2 * M) := rfl
  have h2 : ladderFold M (k + 1) = if (k + 1) % (2 * M) < M then (k + 1) % (2 * M)
      else 2 * M - 1 - (k + 1) % (2 * M) := rfl
  split_ifs at hs h1 h2 ⊢ <;> omega
```

Writing $f$ out over two turns covers every site $s_i+t$ with $t<2M$.

```lean
/-- The ladder index written out over the first two turns of the ring. -/
theorem ladderFold_eq {M k : ℕ} (hk : k < 4 * M) :
    ladderFold M k = if k < M then k else if k < 2 * M then 2 * M - 1 - k
      else if k < 3 * M then k - 2 * M else 4 * M - 1 - k := by
  have hm : k % (2 * M) = if k < 2 * M then k else k - 2 * M := by
    split_ifs with h
    · exact Nat.mod_eq_of_lt h
    · rw [Nat.mod_eq_sub_mod (by omega), Nat.mod_eq_of_lt (by omega)]
  have h1 : ladderFold M k =
      if k % (2 * M) < M then k % (2 * M) else 2 * M - 1 - k % (2 * M) := rfl
  split_ifs at hm h1 ⊢ <;> omega

theorem phase_lt {M : ℕ} (i : Fin M) : phase i < 2 * M := by
  have hi := i.isLt
  unfold phase
  split_ifs <;> omega
```

The closed form follows by induction on time. The parity fact `hpar` makes the exchange rule agree with the ring step.

```lean
/-- Closed form of the motion: every replica advances by one ring site per exchange step. -/
theorem temperature_val {M : ℕ} (i : Fin M) (t : ℕ) :
    (temperature i t).val = ladderFold M (phase i + t) := by
  have hi := i.isLt
  have hlt := phase_lt i
  have hp : phase i = if i.val % 2 = 0 then i.val else 2 * M - 1 - i.val := rfl
  induction t with
  | zero =>
    change i.val = ladderFold M (phase i)
    have h := ladderFold_eq (M := M) (k := phase i) (by omega)
    split_ifs at h hp <;> omega
  | succ t ih =>
    -- the ring site keeps the parity of the time
    have hpar : (phase i + t) % 2 = t % 2 := by
      split_ifs at hp <;> omega
    change (partner t (temperature i t)).val = ladderFold M (phase i + t + 1)
    rw [partner_val, ladderFold_succ (by omega), ih, hpar]
```

## Return, reversal and visits

Periodicity of $f$ gives periodicity of the motion.

```lean
/-- The motion of every replica repeats after `2 * M` steps, from any time on. -/
theorem temperature_periodic {M : ℕ} (i : Fin M) (t : ℕ) :
    temperature i (t + 2 * M) = temperature i t := by
  apply Fin.ext
  rw [temperature_val, temperature_val, ← Nat.add_assoc]
  unfold ladderFold
  rw [Nat.add_mod_right]
```

Half a turn gives $f(k+M)=M-1-f(k)$, so after $M$ steps the ladder is reversed; `i.rev` is $M-1-i$.

```lean
/-- After `M` steps the order of the replicas on the ladder is exactly reversed. -/
theorem temperature_reversed {M : ℕ} (i : Fin M) : temperature i M = i.rev := by
  apply Fin.ext
  have hi := i.isLt
  have hlt := phase_lt i
  have hp : phase i = if i.val % 2 = 0 then i.val else 2 * M - 1 - i.val := rfl
  have h := temperature_val i M
  rw [ladderFold_eq (by omega)] at h
  rw [Fin.val_rev]
  split_ifs at h hp <;> omega
```

For the visits, `a` and `b` are the arrival times at the two sites over `j`. The proof shows that they are distinct and are the only times below $2M$ at which the replica is there.

```lean
/-- During the times `0, ..., 2 * M - 1` every replica is at every temperature exactly
twice. -/
theorem occupation_eq_two {M : ℕ} (i j : Fin M) :
    ((Finset.range (2 * M)).filter (fun t => temperature i t = j)).card = 2 := by
  have hj := j.isLt
  have hlt := phase_lt i
  -- arrival times at the two ring sites that lie over temperature j
  obtain ⟨a, ha⟩ : ∃ a, a = if phase i ≤ j.val then j.val - phase i
      else j.val + 2 * M - phase i := ⟨_, rfl⟩
  obtain ⟨b, hb⟩ : ∃ b, b = if phase i ≤ 2 * M - 1 - j.val then 2 * M - 1 - j.val - phase i
      else 4 * M - 1 - j.val - phase i := ⟨_, rfl⟩
  have hs : (Finset.range (2 * M)).filter (fun t => temperature i t = j) = {a, b} := by
    ext t
    simp only [Finset.mem_filter, Finset.mem_range, Finset.mem_insert,
      Finset.mem_singleton, Fin.ext_iff]
    by_cases ht : t < 2 * M
    · have h := temperature_val i t
      rw [ladderFold_eq (by omega)] at h
      split_ifs at h ha hb <;> omega
    · split_ifs at ha hb <;> omega
  have hab : a ≠ b := by
    split_ifs at ha hb <;> omega
  rw [hs, Finset.card_pair hab]
```

The main theorem combines both results. Its first part includes time $0$, when a replica occupies its starting temperature; its second part concerns all replicas at the same time.

```lean
/-- With all swaps accepted, every replica visits every temperature within `2 * M` steps, and
after `2 * M` steps all replicas are back at their starting temperatures. -/
theorem even_odd_round_trip (M : ℕ) :
    (∀ i j : Fin M, ∃ t < 2 * M, temperature i t = j) ∧
      ∀ i : Fin M, temperature i (2 * M) = i := by
  constructor
  · intro i j
    have hc := occupation_eq_two i j
    obtain ⟨t, ht⟩ := Finset.card_pos.mp (by rw [hc]; norm_num)
    rw [Finset.mem_filter, Finset.mem_range] at ht
    exact ⟨t, ht.1, ht.2⟩
  · intro i
    have h := temperature_periodic i 0
    rw [Nat.zero_add] at h
    exact h
```

For $M\ge3$ the common return cannot come sooner. Between $0$ and $2M$, replica $0$ is home only at $t=2M-1$ and replica $1$ only at $t=3$; these times coincide only for $M=2$, where both replicas are indeed home after three steps.

```lean
/-- For three or more temperatures, at every time strictly between `0` and `2 * M` some
replica is away from its starting temperature. -/
theorem no_earlier_return {M t : ℕ} (hM : 3 ≤ M) (h0 : 0 < t) (ht : t < 2 * M) :
    ∃ i : Fin M, temperature i t ≠ i := by
  by_contra hcon
  have h : ∀ i : Fin M, temperature i t = i := fun i => by
    by_contra hi
    exact hcon ⟨i, hi⟩
  -- the two lowest replicas are never home together before the full period
  have ha : (temperature (⟨0, by omega⟩ : Fin M) t).val = 0 := by rw [h]
  have hb : (temperature (⟨1, by omega⟩ : Fin M) t).val = 1 := by rw [h]
  have pa : phase (⟨0, by omega⟩ : Fin M) = 0 := by simp [phase]
  have pb : phase (⟨1, by omega⟩ : Fin M) = 2 * M - 1 - 1 := by simp [phase]
  rw [temperature_val, pa, ladderFold_eq (by omega)] at ha
  rw [temperature_val, pb, ladderFold_eq (by omega)] at hb
  split_ifs at ha hb <;> omega

end EvenOddReplicaExchange
```

```lean
#print axioms EvenOddReplicaExchange.partner_involutive
#print axioms EvenOddReplicaExchange.temperature_reversed
#print axioms EvenOddReplicaExchange.even_odd_round_trip
#print axioms EvenOddReplicaExchange.no_earlier_return
```

```
'EvenOddReplicaExchange.partner_involutive' depends on axioms: [propext, Quot.sound]
'EvenOddReplicaExchange.temperature_reversed' depends on axioms: [propext, Quot.sound]
'EvenOddReplicaExchange.even_odd_round_trip' depends on axioms: [propext, Classical.choice, Quot.sound]
'EvenOddReplicaExchange.no_earlier_return' depends on axioms: [propext, Quot.sound]
```
